# Folding double excitations into a pole-type kernel preserves null-space dimensions away from the doubles eigenvalues

The multiplicity of a root is taken here as the dimension of a null space at one fixed complex frequency $z$. This definition works equally for an ordinary eigenvalue problem and for one whose matrix depends on $z$, and it counts independent solutions rather than the order of a zero of a determinant.

Let $A$ be the $n\times n$ block of single excitations, $D$ the $m\times m$ block of double excitations, and $B$ the $n\times m$ coupling, with conjugate transpose $B^*$. Set

$$H=\begin{pmatrix}A&B\\B^*&D\end{pmatrix},\qquad F(z)=z-A-B(z-D)^{-1}B^* .$$

If $z$ is not an eigenvalue of $D$, then

$$\dim\ker F(z)=\dim\ker(z-H).$$

Neither $A$ nor $D$ needs to be Hermitian, and $z$ need not be real. The Hermitian problem at a real frequency $w$ is a special case.

## Root counting and normalisation in a dressed response code

In time-dependent density functional theory, a frequency-dependent kernel with poles can bring double excitations into an equation written on the singles alone. For a finite matrix model with frequency-independent $A$, $B$ and $D$, the identity lets a code replace the nonlinear search for roots of $F$ by one calculation of the eigenvalues and eigenvectors of $H$ without changing the number of independent solutions at any frequency outside the spectrum of $D$.

If a code that stays with the folded equation is to return normalised states of $H$, its norm must include the doubles part. For Hermitian $D$ and a real $w$ that is not an eigenvalue of $D$, a nonzero solution has the singles weight

$$\frac{x^*x}{x^*\left(1+B(w-D)^{-2}B^*\right)x},$$

where $x$ is its singles part. Setting $x^*x=1$ therefore does not normalise the full state unless its doubles part vanishes.

## Eliminating the doubles

Write a vector of the full problem as $(x,y)$, with singles part $x$ and doubles part $y$. The equation $(z-H)(x,y)=0$ splits into

$$(z-A)x=By,\qquad (z-D)y=B^*x .$$

If $z-D$ were singular, some $y\neq0$ would satisfy $Dy=zy$, and $z$ would be an eigenvalue of $D$. So $z-D$ is invertible, and the second equation is equivalent to $y=(z-D)^{-1}B^*x$. Inserting this into the first gives $F(z)x=0$.

Conversely, any $x$ with $F(z)x=0$, completed by this $y$, solves both equations. The map $x\mapsto(x,(z-D)^{-1}B^*x)$ is linear, and reading off the singles part inverts it. The two null spaces are therefore isomorphic and have equal dimension.

**Determinant.** With $R=z-D$,

$$\begin{pmatrix}z-A&-B\\-B^*&R\end{pmatrix}\begin{pmatrix}1&0\\R^{-1}B^*&1\end{pmatrix}=\begin{pmatrix}F(z)&-B\\0&R\end{pmatrix}.$$

The second factor has determinant one, so $\det(z-H)=\det(z-D)\det F(z)$.

**Norm.** For Hermitian $D$ and real $w$, $(w-D)^{-1}$ is Hermitian. Hence $y^*y=x^*B(w-D)^{-2}B^*x$, and adding $x^*x$ gives the denominator above.

**Pure doubles.** For $x=0$ the coupled equations reduce to $By=0$ and $Dy=zy$. A nonzero solution of this kind lies at an eigenvalue of $D$, where the folded equation is not available.

**One single and one double.** For scalars $a,b,d$, the secular equation is $(z-a)(z-d)-bb^*=0$. If $z\neq d$, division by $z-d$ gives $z=a+bb^*/(z-d)$.

## The Lean file

```lean
import Mathlib

open Matrix

namespace DoubleExcitationFolding

noncomputable section

variable {n m : Type*} [Fintype n] [Fintype m] [DecidableEq n] [DecidableEq m]

/-- The full matrix on single and double excitations: `A` acts on the singles, `D` on the
doubles, and `B` couples them. -/
def fullMatrix (A : Matrix n n ℂ) (B : Matrix n m ℂ) (D : Matrix m m ℂ) :
    Matrix (n ⊕ m) (n ⊕ m) ℂ :=
  fromBlocks A B Bᴴ D

/-- The pole-type kernel `B (z - D)⁻¹ B*` on the singles, for `z` not an eigenvalue of `D`. -/
def poleKernel (B : Matrix n m ℂ) (D : Matrix m m ℂ) (z : ℂ) : Matrix n n ℂ :=
  B * (z • (1 : Matrix m m ℂ) - D)⁻¹ * Bᴴ

/-- The folded matrix `z - A - B (z - D)⁻¹ B*` on the singles, for `z` not an eigenvalue
of `D`. -/
def foldedMatrix (A : Matrix n n ℂ) (B : Matrix n m ℂ) (D : Matrix m m ℂ) (z : ℂ) :
    Matrix n n ℂ :=
  z • (1 : Matrix n n ℂ) - A - poleKernel B D z

/-- The matrix `z - H` of the full problem. -/
def secularMatrix (A : Matrix n n ℂ) (B : Matrix n m ℂ) (D : Matrix m m ℂ) (z : ℂ) :
    Matrix (n ⊕ m) (n ⊕ m) ℂ :=
  z • (1 : Matrix (n ⊕ m) (n ⊕ m) ℂ) - fullMatrix A B D

variable (A : Matrix n n ℂ) (B : Matrix n m ℂ) (D : Matrix m m ℂ) (z : ℂ)

omit [Fintype n] [Fintype m] in
/-- The matrix `z - H` written in blocks of singles and doubles. -/
theorem secularMatrix_blocks :
    secularMatrix A B D z =
      fromBlocks (z • (1 : Matrix n n ℂ) - A) (-B) (-Bᴴ) (z • (1 : Matrix m m ℂ) - D) := by
  ext i j
  rcases i with i | i <;> rcases j with j | j <;>
    simp [secularMatrix, fullMatrix, Matrix.one_apply]

/-- A vector with singles part `x` and doubles part `y` is annihilated by `z - H` exactly when
`(z - A) x = B y` and `(z - D) y = B* x`. -/
theorem coupled_equations (x : n → ℂ) (y : m → ℂ) :
    secularMatrix A B D z *ᵥ Sum.elim x y = 0 ↔
      (z • (1 : Matrix n n ℂ) - A) *ᵥ x = B *ᵥ y ∧
        (z • (1 : Matrix m m ℂ) - D) *ᵥ y = Bᴴ *ᵥ x := by
  simp only [secularMatrix_blocks, fromBlocks_mulVec, Sum.elim_comp_inl, Sum.elim_comp_inr,
    neg_mulVec]
  constructor
  · intro h
    have h1 : (z • (1 : Matrix n n ℂ) - A) *ᵥ x + -(B *ᵥ y) = 0 :=
      funext fun i => congrFun h (Sum.inl i)
    have h2 : -(Bᴴ *ᵥ x) + (z • (1 : Matrix m m ℂ) - D) *ᵥ y = 0 :=
      funext fun i => congrFun h (Sum.inr i)
    exact ⟨add_neg_eq_zero.mp h1, (neg_add_eq_zero.mp h2).symm⟩
  · rintro ⟨h1, h2⟩
    rw [h1, h2]
    ext i
    rcases i with i | i <;> simp

variable {D z}

/-- If `z` is not an eigenvalue of `D`, then `z - D` is invertible. -/
theorem isUnit_det_of_not_eigenvalue (hz : ∀ y : m → ℂ, D *ᵥ y = z • y → y = 0) :
    IsUnit (z • (1 : Matrix m m ℂ) - D).det := by
  rw [isUnit_iff_ne_zero]
  intro h
  obtain ⟨y, hy, h0⟩ := Matrix.exists_mulVec_eq_zero_iff.mpr h
  rw [sub_mulVec, smul_mulVec, one_mulVec, sub_eq_zero] at h0
  exact hy (hz y h0.symm)

/-- If `z` is not an eigenvalue of `D`, the full equation holds exactly when the singles part
solves the folded equation and the doubles part is `(z - D)⁻¹ B* x`. -/
theorem full_iff_folded (hz : ∀ y : m → ℂ, D *ᵥ y = z • y → y = 0) (x : n → ℂ) (y : m → ℂ) :
    secularMatrix A B D z *ᵥ Sum.elim x y = 0 ↔
      foldedMatrix A B D z *ᵥ x = 0 ∧
        y = (z • (1 : Matrix m m ℂ) - D)⁻¹ *ᵥ (Bᴴ *ᵥ x) := by
  have hu := isUnit_det_of_not_eigenvalue hz
  -- solve the doubles equation for `y`
  have key : (z • (1 : Matrix m m ℂ) - D) *ᵥ y = Bᴴ *ᵥ x ↔
      y = (z • (1 : Matrix m m ℂ) - D)⁻¹ *ᵥ (Bᴴ *ᵥ x) := by
    constructor
    · intro h
      rw [← h, mulVec_mulVec, nonsing_inv_mul _ hu, one_mulVec]
    · intro h
      rw [h, mulVec_mulVec, mul_nonsing_inv _ hu, one_mulVec]
  have fold : foldedMatrix A B D z *ᵥ x = (z • (1 : Matrix n n ℂ) - A) *ᵥ x -
      B *ᵥ ((z • (1 : Matrix m m ℂ) - D)⁻¹ *ᵥ (Bᴴ *ᵥ x)) := by
    simp only [foldedMatrix, poleKernel, sub_mulVec, mulVec_mulVec, Matrix.mul_assoc]
  -- insert it into the singles equation
  rw [coupled_equations, key, fold, sub_eq_zero]
  constructor
  · rintro ⟨h1, h2⟩
    exact ⟨by rw [h1, ← h2], h2⟩
  · rintro ⟨h1, h2⟩
    exact ⟨by rw [h2]; exact h1, h2⟩

/-- Unfolding `x ↦ (x, (z - D)⁻¹ B* x)` as a linear equivalence between the null spaces of the
folded and the full problem, for `z` not an eigenvalue of `D`. -/
def unfolding (hz : ∀ y : m → ℂ, D *ᵥ y = z • y → y = 0) :
    LinearMap.ker (foldedMatrix A B D z).mulVecLin ≃ₗ[ℂ]
      LinearMap.ker (secularMatrix A B D z).mulVecLin where
  toFun x := ⟨Sum.elim x.1 ((z • (1 : Matrix m m ℂ) - D)⁻¹ *ᵥ (Bᴴ *ᵥ x.1)),
    (full_iff_folded A B hz _ _).mpr ⟨x.2, rfl⟩⟩
  map_add' x y := by
    apply Subtype.ext
    ext i
    rcases i with i | i <;> simp [mulVec_add]
  map_smul' c x := by
    apply Subtype.ext
    ext i
    rcases i with i | i <;> simp [mulVec_smul]
  invFun v := ⟨v.1 ∘ Sum.inl, ((full_iff_folded A B hz _ (v.1 ∘ Sum.inr)).mp
    (by rw [Sum.elim_comp_inl_inr]; exact v.2)).1⟩
  left_inv x := Subtype.ext rfl
  right_inv v := by
    have h := ((full_iff_folded A B hz (v.1 ∘ Sum.inl) (v.1 ∘ Sum.inr)).mp
      (by rw [Sum.elim_comp_inl_inr]; exact v.2)).2
    apply Subtype.ext
    change Sum.elim (v.1 ∘ Sum.inl)
      ((z • (1 : Matrix m m ℂ) - D)⁻¹ *ᵥ (Bᴴ *ᵥ (v.1 ∘ Sum.inl))) = v.1
    rw [← h, Sum.elim_comp_inl_inr]

/-- If `z` is not an eigenvalue of `D`, the null spaces of `z - A - B (z - D)⁻¹ B*` and of
`z - H` have the same dimension. -/
theorem finrank_folded_eq_full (hz : ∀ y : m → ℂ, D *ᵥ y = z • y → y = 0) :
    Module.finrank ℂ (LinearMap.ker (foldedMatrix A B D z).mulVecLin) =
      Module.finrank ℂ (LinearMap.ker (secularMatrix A B D z).mulVecLin) :=
  (unfolding A B hz).finrank_eq

/-- If `z` is not an eigenvalue of `D`, the determinant of `z - H` is that of `z - D` times
that of the folded matrix. -/
theorem det_full_eq (hz : ∀ y : m → ℂ, D *ᵥ y = z • y → y = 0) :
    (secularMatrix A B D z).det =
      (z • (1 : Matrix m m ℂ) - D).det * (foldedMatrix A B D z).det := by
  let := invertibleOfIsUnitDet _ (isUnit_det_of_not_eigenvalue hz)
  rw [secularMatrix_blocks, det_fromBlocks₂₂, invOf_eq_nonsing_inv]
  simp only [foldedMatrix, poleKernel, Matrix.neg_mul, Matrix.mul_neg, neg_neg]

/-- For Hermitian `D` and a real frequency `w` that is not an eigenvalue of `D`, a solution
`(x, y)` of the full problem has squared norm `x* (1 + B (w - D)⁻² B*) x`. -/
theorem norm_of_unfolded (hD : D.IsHermitian) (w : ℝ)
    (hw : ∀ y : m → ℂ, D *ᵥ y = (w : ℂ) • y → y = 0) (x : n → ℂ) (y : m → ℂ)
    (h : secularMatrix A B D w *ᵥ Sum.elim x y = 0) :
    star x ⬝ᵥ x + star y ⬝ᵥ y =
      star x ⬝ᵥ ((1 + B * ((w : ℂ) • (1 : Matrix m m ℂ) - D)⁻¹ *
        (((w : ℂ) • (1 : Matrix m m ℂ) - D)⁻¹ * Bᴴ)) *ᵥ x) := by
  have hy := ((full_iff_folded A B hw x y).mp h).2
  -- the resolvent at a real frequency is Hermitian
  have hR : (((w : ℂ) • (1 : Matrix m m ℂ) - D)⁻¹)ᴴ =
      ((w : ℂ) • (1 : Matrix m m ℂ) - D)⁻¹ := by
    rw [conjTranspose_nonsing_inv, conjTranspose_sub, conjTranspose_smul, conjTranspose_one,
      hD.eq]
    simp
  rw [mulVec_mulVec] at hy
  rw [hy, star_mulVec, ← dotProduct_mulVec, mulVec_mulVec, conjTranspose_mul,
    conjTranspose_conjTranspose, hR, add_mulVec, one_mulVec, dotProduct_add]

/-- A vector `y` of pure double excitations is annihilated by `z - H` exactly when
`D y = z y` and `B y = 0`. -/
theorem pure_double_iff (y : m → ℂ) :
    secularMatrix A B D z *ᵥ Sum.elim 0 y = 0 ↔ D *ᵥ y = z • y ∧ B *ᵥ y = 0 := by
  rw [coupled_equations, mulVec_zero, mulVec_zero, sub_mulVec, smul_mulVec, one_mulVec,
    sub_eq_zero]
  exact ⟨fun h => ⟨h.2.symm, h.1.symm⟩, fun h => ⟨h.2.symm, h.1.symm⟩⟩

/-- For one single excitation `a` coupled by `b` to one double excitation `d`, a frequency
`z ≠ d` is an eigenvalue of the two-level matrix exactly when `z = a + b b* / (z - d)`. -/
theorem single_pole_equation (a b d z : ℂ) (hz : z ≠ d) :
    (∃ v : Fin 2 → ℂ, v ≠ 0 ∧
      (z • (1 : Matrix (Fin 2) (Fin 2) ℂ) - !![a, b; star b, d]) *ᵥ v = 0) ↔
      z = a + b * star b / (z - d) := by
  have hd : z - d ≠ 0 := sub_ne_zero.mpr hz
  have e : (z • (1 : Matrix (Fin 2) (Fin 2) ℂ) - !![a, b; star b, d]).det =
      (z - a) * (z - d) - b * star b := by
    simp [det_fin_two]
  rw [Matrix.exists_mulVec_eq_zero_iff, e]
  constructor
  · intro h
    have h1 : b * star b / (z - d) = z - a :=
      (div_eq_iff hd).mpr (by linear_combination -h)
    linear_combination -h1
  · intro h
    have h1 : b * star b = (z - a) * (z - d) :=
      (div_eq_iff hd).mp (by linear_combination -h)
    linear_combination -h1

end

end DoubleExcitationFolding
```

```lean
#print axioms DoubleExcitationFolding.finrank_folded_eq_full
#print axioms DoubleExcitationFolding.norm_of_unfolded
#print axioms DoubleExcitationFolding.pure_double_iff
#print axioms DoubleExcitationFolding.single_pole_equation
```

```
'DoubleExcitationFolding.finrank_folded_eq_full' depends on axioms: [propext, Classical.choice, Quot.sound]
'DoubleExcitationFolding.norm_of_unfolded' depends on axioms: [propext, Classical.choice, Quot.sound]
'DoubleExcitationFolding.pure_double_iff' depends on axioms: [propext, Classical.choice, Quot.sound]
'DoubleExcitationFolding.single_pole_equation' depends on axioms: [propext, Classical.choice, Quot.sound]
```

## Reading the statements and their proofs

The finite types `n` and `m` label the singles and doubles, and `n ⊕ m` labels the combined basis. `Bᴴ` is $B^*$, `foldedMatrix` is $F(z)$, `secularMatrix` is $z-H$, and `Sum.elim x y` is the stacked vector $(x,y)$. The hypothesis `hz` says that $Dy=zy$ forces $y=0$, which is the condition that $z$ is not an eigenvalue of $D$. In `finrank_folded_eq_full`, `LinearMap.ker` of a matrix's `mulVecLin` is its null space and `Module.finrank ℂ` is the complex dimension.

The proof follows the elimination:

- `secularMatrix_blocks` and `coupled_equations` split the full equation into its two parts.
- `isUnit_det_of_not_eigenvalue` obtains invertibility from `hz`, by extracting a nonzero null vector from a vanishing determinant.
- `full_iff_folded` solves for $y$ in its step `key`, expands $F(z)x$ in `fold`, and combines them.
- `unfolding` packages the map and its inverse as a linear equivalence, from which the equality of dimensions follows.

`det_full_eq` uses Mathlib's Schur-complement formula `det_fromBlocks₂₂`. In `norm_of_unfolded`, the step `hR` shows that the resolvent is Hermitian. `pure_double_iff` sets $x=0$ in the coupled equations and needs no condition on $z$. `single_pole_equation` turns the existence of a nonzero null vector into a vanishing $2\times2$ determinant and rearranges it.

## What a code can rely on, and where it needs its own checks

The equality of dimensions holds for every finite size and includes degenerate roots. It says nothing about rounding errors or the conditioning of $z-D$ near a pole, so a root finder working there needs its own safeguards.

At an eigenvalue of $D$ the count can fail. If $B=0$, the folded matrix reduces to $z-A$, while $z-H$ also annihilates the eigenvectors of $D$ at that $z$. A code that scans only the folded equation should therefore examine the eigenvalues of $D$ separately. States of $H$ found there may have a singles part as well.

The blocks are given as input: the theorems neither derive them from a density functional nor construct $B$ and $D$ from a fitted kernel. A fitted scalar pole with negative residue, for example, does not have the form $B(z-D)^{-1}B^*$ with Hermitian $D$. The model also has no separate de-excitation block, so applying it to a full linear-response problem requires a reduction to this form first.
